# At most $k$ references suffice for the least worst-case noise amplification

A cheap electronic-structure method gives a poor energy for a large molecule, but much of its error is shared with smaller molecules that contain the same bonds and groups. Error-cancellation schemes exploit this. Each species is described by $k$ features, such as counts of bond types, and the target's feature vector is written as a combination of those of reference species whose accurate energies are available or can be computed. If the error of the cheap method is linear in the features, the balance removes it. The errors of the reference values remain, and they enter multiplied by the coefficients. When many balanced combinations exist, which one amplifies these errors least, and how many references does it need?

## Pruning a scheme by hand

Let $v_i\in\mathbb R^k$ be the feature vectors of finitely many references and $t\in\mathbb R^k$ that of the target. A scheme is a choice of real coefficients $c_i$ with
$$\sum_i c_i v_i=t .$$
With $E$ for cheap energies and $R_i$ for the accurate reference values, the target energy is estimated as $E_{\text{target}}+\sum_i c_i(R_i-E_i)$. If $R_i$ carries an error $e_i$, the estimate inherits $\sum_i c_i e_i$. When all that is known is $|e_i|\le\varepsilon$, the triangle inequality gives
$$\Big|\sum_i c_i e_i\Big|\le\varepsilon\sum_i|c_i| ,$$
and equality holds for $e_i=\varepsilon$ where $c_i\ge0$ and $e_i=-\varepsilon$ where $c_i<0$. The quantity to minimise is therefore the amplification $A(c)=\sum_i|c_i|$.

**Claim.** If $t$ lies in the span of the $v_i$, then $A$ has a minimum over all schemes, and it is attained by a scheme whose used references, those with $c_i\neq0$, have linearly independent vectors. Hence it uses at most $k$ references.

Suppose the used vectors of a scheme $c$ are dependent: $\sum f_i v_i=0$ over the used references, with some $f_j\ne0$. Put $r_i=f_i/c_i$ there, and $r_i=0$ on the unused references. Then
$$\sum_i c_i r_i v_i=0 .$$
Changing the sign of all $r_i$ if necessary, we may assume $\sum_i|c_i|r_i\ge0$.

Let $r_m$ be the largest $r_i$ among the used references. It is positive. Otherwise every term $|c_i|r_i$ would be at most zero while their sum is at least zero, so every term would vanish, contradicting $c_jr_j=\pm f_j\neq0$ (the sign depends on whether the $r_i$ were reversed). Now define
$$d_i=c_i\Big(1-\frac{r_i}{r_m}\Big).$$
The balance survives, since
$$\sum_i d_iv_i=\sum_i c_iv_i-\frac1{r_m}\sum_i c_ir_iv_i=t .$$
Reference $m$ disappears because $d_m=0$, and no reference is added because $c_i=0$ gives $d_i=0$. On the used references $r_i\le r_m$, so the bracket is non-negative and
$$A(d)=\sum_i|c_i|\Big(1-\frac{r_i}{r_m}\Big)=A(c)-\frac1{r_m}\sum_i|c_i|r_i\le A(c).$$

Each such step removes at least one reference, so after finitely many steps the used vectors are independent, and the amplification has not risen.

Independent vectors determine their coefficients: two schemes supported on the same independent set differ by a relation among its vectors, which must be trivial. There is thus at most one independent scheme for each subset of references, and finitely many in total. Since $t$ is in the span, some scheme exists, and pruning it gives an independent one. Take the independent scheme $c$ of least amplification. Any competitor $d$ can be pruned to an independent scheme $d'$, and $A(c)\le A(d')\le A(d)$. So $c$ is a global minimiser. Independent vectors in $\mathbb R^k$ number at most $k$.

The bound $k$ can be reached. If the references are the $k$ unit vectors and $t=(1,\dots,1)$, the balance forces every $c_i=1$.

The claim concerns the least amplification, and a noisier scheme may use fewer references. For $t=(3,3)$ with references $(1,1)$, $(3,0)$ and $(0,3)$, the first alone suffices with amplification $3$, while the other two together give $2$.

## Schemes, amplification and used references in Lean

The references are indexed by a finite type `ι`, and a vector in $\mathbb R^k$ is a function `Fin k → ℝ`.

```lean
import Mathlib

open Finset

namespace FewestReferenceSpecies

noncomputable section

variable {ι : Type*} [Fintype ι] {k : ℕ}
```

The balance equation becomes a predicate on the coefficients. They are arbitrary real numbers, so fractional and negative stoichiometry is allowed.

```lean
/-- The coefficients `c` combine the reference feature vectors `v i` into the target
feature vector `t`. -/
def Reproduces (v : ι → Fin k → ℝ) (t : Fin k → ℝ) (c : ι → ℝ) : Prop :=
  ∑ i, c i • v i = t
```

The amplification is the sum of absolute coefficients.

```lean
/-- The noise amplification of a scheme: the sum of its absolute coefficients. -/
def amplification (c : ι → ℝ) : ℝ := ∑ i, |c i|
```

The used references form a finite set, whose cardinality will be the number of references needed.

```lean
/-- The reference species that enter a scheme with non-zero coefficient. -/
def used (c : ι → ℝ) : Finset ι := univ.filter fun i => c i ≠ 0

/-- A reference is used exactly when its coefficient is non-zero. -/
theorem mem_used {c : ι → ℝ} {i : ι} : i ∈ used c ↔ c i ≠ 0 := by
  simp [used]
```

## The worst error equals $\varepsilon$ times the amplification

The next theorem justifies the name `amplification`. `IsGreatest` says that $\varepsilon A(c)$ belongs to the set of possible error sizes and bounds all of them. The first half of the proof supplies the errors that follow the signs of the coefficients; the second is the triangle inequality, followed by a term-by-term estimate.

```lean
/-- If every reference error is at most `ε ≥ 0` in size, the largest possible error of the
combination is `ε` times the amplification, and it is attained. -/
theorem worst_case_error (c : ι → ℝ) {ε : ℝ} (hε : 0 ≤ ε) :
    IsGreatest {x | ∃ e : ι → ℝ, (∀ i, |e i| ≤ ε) ∧ |∑ i, c i * e i| = x}
      (ε * amplification c) := by
  constructor
  · -- the worst errors follow the signs of the coefficients
    refine ⟨fun i => if 0 ≤ c i then ε else -ε, ?_, ?_⟩
    · intro i
      dsimp only
      split_ifs <;> simp [abs_of_nonneg hε]
    · have h : ∀ i, c i * (if 0 ≤ c i then ε else -ε) = ε * |c i| := by
        intro i
        split_ifs with h
        · rw [abs_of_nonneg h]; ring
        · rw [abs_of_neg (not_le.1 h)]; ring
      simp only [h]
      rw [← Finset.mul_sum]
      exact abs_of_nonneg (mul_nonneg hε (Finset.sum_nonneg fun i _ => abs_nonneg _))
  · rintro x ⟨e, he, rfl⟩
    unfold amplification
    rw [Finset.mul_sum]
    refine (Finset.abs_sum_le_sum_abs _ _).trans (Finset.sum_le_sum fun i _ => ?_)
    rw [abs_mul, mul_comm]
    exact mul_le_mul_of_nonneg_right (he i) (abs_nonneg _)
```

The bound `ε` is common to all references and the errors are otherwise unrestricted. For independent random errors of zero mean and equal variance, the mean square error of the combination is proportional to $\sum_i c_i^2$ instead, and minimising that is a different problem.

## Removing one reference

`drop_reference` is the rescaling step. Besides the balance `hc` for `c`, its hypotheses are the relation $\sum_i c_ir_iv_i=0$, the sign condition `hpos`, and the non-triviality `hne`. The conclusion `used d ⊂ used c` is a strict inclusion: at least one reference is lost and none is gained.

```lean
/-- A non-trivial relation `∑ c i r i v i = 0` with `∑ |c i| r i ≥ 0` allows one to drop a used
reference, without adding any other and without raising the amplification. -/
theorem drop_reference {v : ι → Fin k → ℝ} {t : Fin k → ℝ} {c r : ι → ℝ}
    (hc : Reproduces v t c) (hr : ∑ i, (c i * r i) • v i = 0)
    (hpos : 0 ≤ ∑ i, |c i| * r i) (hne : ∃ i, c i * r i ≠ 0) :
    ∃ d, Reproduces v t d ∧ used d ⊂ used c ∧ amplification d ≤ amplification c := by
  obtain ⟨j, hj⟩ := hne
  have hcj : c j ≠ 0 := left_ne_zero_of_mul hj
  obtain ⟨m, hm, hmax⟩ := Finset.exists_max_image (used c) r ⟨j, mem_used.2 hcj⟩
  -- the largest ratio is positive
  have hmpos : 0 < r m := by
    by_contra hneg
    have hle : ∀ i, |c i| * r i ≤ 0 := by
      intro i
      by_cases h : c i = 0
      · simp [h]
      · have hri : r i ≤ 0 := (hmax i (mem_used.2 h)).trans (not_lt.1 hneg)
        nlinarith [mul_nonneg (abs_nonneg (c i)) (neg_nonneg.2 hri)]
    have hall := (Finset.sum_eq_zero_iff_of_nonpos (fun i _ => hle i)).1
      (le_antisymm (Finset.sum_nonpos fun i _ => hle i) hpos) j (Finset.mem_univ j)
    rcases mul_eq_zero.1 hall with h | h
    · exact hcj (abs_eq_zero.1 h)
    · exact hj (by rw [h, mul_zero])
  -- rescale so that reference `m` disappears and no coefficient changes sign
  refine ⟨fun i => c i * (1 - r i / r m), ?_, ?_, ?_⟩
  · have h : ∀ i, (c i * (1 - r i / r m)) • v i
        = c i • v i - (r m)⁻¹ • ((c i * r i) • v i) := by
      intro i
      rw [smul_smul, ← sub_smul]
      congr 1
      ring
    unfold Reproduces at hc ⊢
    simp only [h]
    rw [Finset.sum_sub_distrib, ← Finset.smul_sum, hr, hc, smul_zero, sub_zero]
  · have hsub : used (fun i => c i * (1 - r i / r m)) ⊆ used c := by
      intro i hi
      have h := mem_used.1 hi
      exact mem_used.2 (left_ne_zero_of_mul h)
    refine (Finset.ssubset_iff_of_subset hsub).2 ⟨m, hm, fun h => ?_⟩
    exact mem_used.1 h (by simp [hmpos.ne'])
  · have h : ∀ i, |c i * (1 - r i / r m)| = |c i| - (r m)⁻¹ * (|c i| * r i) := by
      intro i
      by_cases h0 : c i = 0
      · simp [h0]
      · have h1 : 0 ≤ 1 - r i / r m :=
          sub_nonneg.2 ((div_le_one hmpos).2 (hmax i (mem_used.2 h0)))
        rw [abs_mul, abs_of_nonneg h1]
        ring
    unfold amplification
    simp only [h]
    rw [Finset.sum_sub_distrib, ← Finset.mul_sum]
    exact sub_le_self _ (mul_nonneg (inv_nonneg.2 hmpos.le) hpos)
```

The index `m` comes from `Finset.exists_max_image`, and `hmpos` is the argument by contradiction that $r_m>0$. The three parts after the `refine` that supplies the new coefficients prove the balance, the strict inclusion and the inequality for the amplification, in the order used above. In the last part, `h1` is the non-negativity of the bracket, which allows it to be taken out of the absolute value.

## Pruning to independent vectors

`LinearIndepOn ℝ v (used c : Set ι)` says that the family $v_i$, restricted to the used references, is linearly independent. Two different used references with the same feature vector therefore count as dependent.

```lean
/-- Every scheme can be pruned to some of its own references, with linearly independent
feature vectors, without raising the amplification. -/
theorem prune {v : ι → Fin k → ℝ} {t : Fin k → ℝ} (c : ι → ℝ) (hc : Reproduces v t c) :
    ∃ d, Reproduces v t d ∧ used d ⊆ used c ∧ amplification d ≤ amplification c ∧
      LinearIndepOn ℝ v (used d : Set ι) := by
  induction hn : (used c).card using Nat.strong_induction_on generalizing c with
  | _ n ih =>
    by_cases h : LinearIndepOn ℝ v (used c : Set ι)
    · exact ⟨c, hc, Finset.Subset.refl _, le_rfl, h⟩
    · have hdrop : ∃ d, Reproduces v t d ∧ used d ⊂ used c ∧
          amplification d ≤ amplification c := by
        rw [linearIndepOn_finset_iff] at h
        push Not at h
        obtain ⟨f, hf, j, hj, hfj⟩ := h
        have hcf : ∀ i, c i ≠ 0 → c i * (f i / c i) = f i := fun i hi => by field_simp
        have hr : ∑ i, (c i * (f i / c i)) • v i = 0 := by
          rw [← hf, used, Finset.sum_filter]
          refine Finset.sum_congr rfl fun i _ => ?_
          by_cases hi : c i = 0
          · simp [hi]
          · rw [if_pos hi, hcf i hi]
        have hj' : c j * (f j / c j) ≠ 0 := by rwa [hcf j (mem_used.1 hj)]
        -- choose the sign of the relation that does not raise the amplification
        rcases le_total 0 (∑ i, |c i| * (f i / c i)) with hs | hs
        · exact drop_reference hc hr hs ⟨j, hj'⟩
        · refine drop_reference (r := fun i => -(f i / c i)) hc ?_ ?_ ⟨j, ?_⟩
          · simp only [mul_neg, neg_smul, Finset.sum_neg_distrib, hr, neg_zero]
          · simp only [mul_neg, Finset.sum_neg_distrib]
            exact neg_nonneg.2 hs
          · simpa only [mul_neg, neg_ne_zero] using hj'
      obtain ⟨d, hd, hlt, hle⟩ := hdrop
      obtain ⟨e, he, hsub, hle', hind⟩ := ih _ (hn ▸ Finset.card_lt_card hlt) d hd rfl
      exact ⟨e, he, hsub.trans hlt.subset, hle'.trans hle, hind⟩
```

The proof is a strong induction on the number of used references. If they are dependent, `linearIndepOn_finset_iff` yields the coefficients `f` of a relation, and `f i / c i` plays the part of $r_i$. The case split by `le_total` chooses the sign of the relation. `drop_reference` then gives a scheme with fewer references, to which the induction hypothesis applies. The final scheme draws only on references that the original one already used.

## Independent references fix their coefficients

In the uniqueness statement, `d` may use any subset of the references of `c`.

```lean
/-- If the used references of `c` have linearly independent feature vectors, no other scheme
reproduces the same target from those references alone. -/
theorem coefficients_unique {v : ι → Fin k → ℝ} {t : Fin k → ℝ} {c d : ι → ℝ}
    (hc : Reproduces v t c) (hd : Reproduces v t d)
    (hind : LinearIndepOn ℝ v (used c : Set ι)) (hsub : used d ⊆ used c) : c = d := by
  have hout : ∀ i, i ∉ used c → c i = 0 ∧ d i = 0 := fun i hi =>
    ⟨not_not.1 fun h => hi (mem_used.2 h), not_not.1 fun h => hi (hsub (mem_used.2 h))⟩
  have hsum : ∑ i ∈ used c, (c i - d i) • v i = 0 := by
    rw [Finset.sum_subset (Finset.subset_univ (used c))
      (fun i _ hi => by simp [(hout i hi).1, (hout i hi).2])]
    unfold Reproduces at hc hd
    simp only [sub_smul, Finset.sum_sub_distrib]
    rw [hc, hd, sub_self]
  funext i
  by_cases hi : i ∈ used c
  · exact sub_eq_zero.1 (linearIndepOn_finset_iff.1 hind (fun j => c j - d j) hsum i hi)
  · rw [(hout i hi).1, (hout i hi).2]
```

Here `hsum` is the difference of the two balance equations, restricted to the used references of `c`. Independence makes each $c_i-d_i$ vanish there, and elsewhere both coefficients are zero.

## The optimal scheme

The main theorem assumes only that the target lies in the span of the reference vectors, which is the condition for any scheme to exist. Its conclusion lists four properties of a single `c`: it reproduces the target, no other scheme has smaller amplification, its used vectors are independent, and they number at most `k`.

```lean
/-- If the target lies in the span of the reference vectors in `ℝ^k`, the least amplification is
attained by a scheme whose used references have linearly independent vectors and number at
most `k`. -/
theorem exists_optimal_scheme {v : ι → Fin k → ℝ} {t : Fin k → ℝ}
    (ht : t ∈ Submodule.span ℝ (Set.range v)) :
    ∃ c, Reproduces v t c ∧ (∀ d, Reproduces v t d → amplification c ≤ amplification d) ∧
      LinearIndepOn ℝ v (used c : Set ι) ∧ (used c).card ≤ k := by
  obtain ⟨a, ha⟩ := (Submodule.mem_span_range_iff_exists_fun ℝ).1 ht
  let F : Set (ι → ℝ) := {c | Reproduces v t c ∧ LinearIndepOn ℝ v (used c : Set ι)}
  -- an independent scheme is fixed by its set of references, so there are finitely many
  have hfin : F.Finite := by
    refine Set.Finite.of_finite_image (f := used) (Set.toFinite _) ?_
    intro c hc d hd h
    exact coefficients_unique hc.1 hd.1 hc.2 h.symm.subset
  obtain ⟨b, hb, -, -, hbi⟩ := prune a ha
  obtain ⟨c, hc, hmin⟩ := Set.exists_min_image F amplification hfin ⟨b, hb, hbi⟩
  refine ⟨c, hc.1, fun d hd => ?_, hc.2, ?_⟩
  · -- any competitor can be pruned to an independent scheme
    obtain ⟨e, he, -, hle, hei⟩ := prune d hd
    exact (hmin e ⟨he, hei⟩).trans hle
  · have h := hc.2.linearIndependent.fintype_card_le_finrank
    simpa using h
```

The set `F` collects the independent schemes. It is finite because `used` is injective on it, by `coefficients_unique`, and takes values among the finitely many subsets of `ι`. `prune` is then called twice: once to show that `F` is not empty, and once to compare its best member with an arbitrary competitor. The last step bounds the number of independent vectors by the dimension.

The theorem provides one optimal scheme of this kind, and others may tie with it. With two references of identical, non-zero feature vector equal to the target, any split into non-negative coefficients summing to one has amplification $1$, including splits that use both.

For thermochemistry with a fixed finite list of references, a target whose feature vector lies in the span of theirs, real coefficients and a common error bound, this means that accurate values for at most $k$ references are enough to reach the least worst-case amplification. The minimisation involves only the feature vectors and the coefficients, not the energies, so these references can be selected before any accurate energy is computed. Whether the error of the cheap method is close to linear in the chosen features is a physical question that the theorem leaves open.

## A target that needs all $k$ references

In the last theorem `Pi.single i 1` is the $i$-th unit vector. The first part says that a scheme reproduces the all-ones target exactly when all its coefficients are one; the second counts the references used. No bound smaller than $k$ can therefore hold for all reference sets and targets in $\mathbb R^k$.

```lean
/-- The bound `k` is sharp: with the `k` unit vectors as references and the all-ones target, the
only scheme has all coefficients one, and it uses `k` references. -/
theorem bound_sharp (k : ℕ) :
    (∀ c : Fin k → ℝ, Reproduces (fun i => (Pi.single i 1 : Fin k → ℝ)) (fun _ => 1) c ↔
      c = fun _ => 1) ∧ (used (fun _ : Fin k => (1 : ℝ))).card = k := by
  constructor
  · intro c
    have h : ∑ i, c i • (Pi.single i 1 : Fin k → ℝ) = c := by
      ext j
      simp [Finset.sum_apply, Pi.single_apply]
    unfold Reproduces
    rw [h]
  · simp [used]

end

end FewestReferenceSpecies
```

The auxiliary equation `h` says that combining the unit vectors with coefficients `c` returns `c` itself, which turns the balance equation into the stated equality.

```lean
#print axioms FewestReferenceSpecies.worst_case_error
#print axioms FewestReferenceSpecies.exists_optimal_scheme
#print axioms FewestReferenceSpecies.bound_sharp
```

```
'FewestReferenceSpecies.worst_case_error' depends on axioms: [propext, Classical.choice, Quot.sound]
'FewestReferenceSpecies.exists_optimal_scheme' depends on axioms: [propext, Classical.choice, Quot.sound]
'FewestReferenceSpecies.bound_sharp' depends on axioms: [propext, Classical.choice, Quot.sound]
```
